# The slope F′(s₀) fixes the 1/r term of a semilocal kinetic potential at a hydrogenic nucleus

Let $n(r)=(2Z^3/\pi)e^{-2Zr}$ with $Z>0$, and let $v$ be the radial Euler potential, in atomic units, of the kinetic energy density $C_F n^{5/3}F(s)$. Here $C_F$ is the Thomas-Fermi constant, $s=|n'|/(b\,n^{4/3})$ is the reduced density gradient, and the enhancement factor $F$ is twice continuously differentiable. Then, as $r\to0^+$,

$$r\,v(r)\;\to\; a=\frac{2C_F\,n(0)^{1/3}F'(s_0)}{b}=\frac{3Z\,F'(s_0)}{10\,s_0},\qquad s_0=(6\pi)^{-1/3},\quad b=2(3\pi^2)^{1/3}.$$

So $a>0$ exactly when $F'(s_0)>0$, and $F=5s^2/3$ gives $a=Z$. In orbital-free density functional theory, such a functional balances the nuclear attraction $-Z/r$ at leading order, on this density of two non-interacting electrons in one hydrogenic orbital, exactly when $a=Z$.

In Lean 4 with Mathlib:

```lean
import Mathlib

open Filter
open scoped Real Topology

namespace SemilocalNuclearCusp

noncomputable section
```

## Density, functional and potential

Atomic units are used throughout. The constant $b$ is chosen so that $b\,n^{1/3}=2k_F$, where $k_F=(3\pi^2n)^{1/3}$ is the Fermi wavenumber of a uniform, spin-unpolarised electron gas of density $n$.

```lean
/-- The constant `b = 2 (3π²)^(1/3)` in the reduced density gradient. -/
def gradScale : ℝ := 2 * (3 * π ^ 2) ^ (1 / 3 : ℝ)
```

The Thomas-Fermi constant $C_F=\tfrac{3}{10}(3\pi^2)^{2/3}$ makes $C_Fn^{5/3}$ the kinetic energy density of a uniform, spin-unpolarised electron gas.

```lean
/-- The Thomas-Fermi constant `C_F = (3/10) (3π²)^(2/3)`. -/
def CF : ℝ := 3 / 10 * (3 * π ^ 2) ^ (2 / 3 : ℝ)
```

The density is that of a doubly occupied 1s orbital.

```lean
/-- The density `(2Z³/π) exp(-2Zr)` of a doubly occupied hydrogenic 1s orbital. -/
def density (Z r : ℝ) : ℝ := 2 * Z ^ 3 / π * Real.exp (-2 * Z * r)
```

With $g=n'$ the radial slope, $s=|g|/(b\,n^{4/3})$.

```lean
/-- The reduced gradient `s = |n'| / (b n^(4/3))`, for density `n > 0` and radial slope `g = n'`. -/
def reducedGradient (n g : ℝ) : ℝ := |g| / (gradScale * n ^ (4 / 3 : ℝ))
```

The kinetic energy density is $\tau(n,g)=C_Fn^{5/3}F(s)$.

```lean
/-- The semilocal kinetic energy density `C_F n^(5/3) F(s)`, for `n > 0`. -/
def kineticDensity (F : ℝ → ℝ) (n g : ℝ) : ℝ :=
  CF * n ^ (5 / 3 : ℝ) * F (reducedGradient n g)
```

For a spherical density, varying $\int 4\pi r^2\,\tau(n,n')\,dr$ leads to

$$v=\frac{\partial\tau}{\partial n}-\frac1{r^2}\frac{d}{dr}\left(r^2\frac{\partial\tau}{\partial n'}\right).$$

The file takes this expression as the definition of $v$; the variation itself is not formalised. In the first term the slope `deriv n r` is held fixed while the density varies. In the second, the outer `deriv` is the total derivative along the profile.

```lean
/-- The radial Euler potential `∂τ/∂n - r⁻² (r² ∂τ/∂n')'`, for `r > 0` and a positive density. -/
def eulerPotential (F n : ℝ → ℝ) (r : ℝ) : ℝ :=
  deriv (fun m => kineticDensity F m (deriv n r)) (n r)
    - 1 / r ^ 2 * deriv (fun x => x ^ 2 * deriv (kineticDensity F (n x)) (deriv n x)) r
```

Two names remain: the number $s_0$ and the coefficient $a$.

```lean
/-- The number `s₀ = (6π)^(-1/3)`. -/
def s0 : ℝ := (6 * π) ^ (-(1 / 3) : ℝ)

/-- The coefficient `a = 2 C_F n(0)^(1/3) F'(s₀) / b`. -/
def cuspCoefficient (F : ℝ → ℝ) (Z : ℝ) : ℝ :=
  2 * CF * density Z 0 ^ (1 / 3 : ℝ) * deriv F s0 / gradScale
```

## The reduced gradient at the nucleus

Fractional powers are handled through $t=x^{1/3}$, so that $x=t^3$, $x^{2/3}=t^2$, $x^{4/3}=t^4$ and $x^{5/3}=t^5$ for $x>0$.

```lean
private lemma thirds {x : ℝ} (hx : 0 < x) :
    (x ^ (1 / 3 : ℝ)) ^ 3 = x ∧ x ^ (2 / 3 : ℝ) = (x ^ (1 / 3 : ℝ)) ^ 2 ∧
    x ^ (4 / 3 : ℝ) = (x ^ (1 / 3 : ℝ)) ^ 4 ∧ x ^ (5 / 3 : ℝ) = (x ^ (1 / 3 : ℝ)) ^ 5 := by
  have h : ∀ k : ℕ, (x ^ (1 / 3 : ℝ)) ^ k = x ^ ((k : ℝ) / 3) := by
    intro k
    rw [← Real.rpow_natCast, ← Real.rpow_mul hx.le]
    congr 1
    ring
  refine ⟨?_, ?_, ?_, ?_⟩ <;> rw [h] <;> norm_num
```

Both $b$ and $s_0$ are positive, with $b^3=24\pi^2$ and $s_0^3=1/(6\pi)$.

```lean
private lemma gradScale_pos : 0 < gradScale := by unfold gradScale; positivity

private lemma s0_pos : 0 < s0 := by unfold s0; positivity

private lemma gradScale_cube : gradScale ^ 3 = 24 * π ^ 2 := by
  unfold gradScale
  rw [mul_pow, (thirds (x := 3 * π ^ 2) (by positivity)).1]
  ring

private lemma s0_cube : s0 ^ 3 = 1 / (6 * π) := by
  unfold s0
  rw [Real.rpow_neg (by positivity), inv_pow, (thirds (x := 6 * π) (by positivity)).1, one_div]
```

The density is positive and satisfies $n'=-2Zn$.

```lean
private lemma density_pos {Z : ℝ} (hZ : 0 < Z) (r : ℝ) : 0 < density Z r := by
  unfold density; positivity

private lemma deriv_density (Z r : ℝ) : deriv (density Z) r = -2 * Z * density Z r := by
  have h : HasDerivAt (density Z) (2 * Z ^ 3 / π * (Real.exp (-2 * Z * r) * (-2 * Z * 1))) r :=
    (((hasDerivAt_id r).const_mul (-2 * Z)).exp).const_mul (2 * Z ^ 3 / π)
  rw [h.deriv, density]
  ring
```

Since $3.14<\pi<3.15$, the value $1/(6\pi)$ lies between $0.375^3$ and $0.376^3$, which locates $s_0$.

```lean
/-- The number `s₀` lies between 0.375 and 0.376. -/
theorem s0_bounds : 0.375 < s0 ∧ s0 < 0.376 := by
  constructor
  · refine lt_of_pow_lt_pow_left₀ 3 s0_pos.le ?_
    rw [s0_cube, lt_div_iff₀ (by positivity)]
    linarith [Real.pi_lt_d2]
  · refine lt_of_pow_lt_pow_left₀ 3 (by norm_num) ?_
    rw [s0_cube, div_lt_iff₀ (by positivity)]
    linarith [Real.pi_gt_d2]
```

Along the density $|n'|=2Zn$, hence $s=2Z/(b\,n^{1/3})$ and

$$s^3=\frac{8Z^3}{24\pi^2n}=\frac{e^{2Zr}}{6\pi},\qquad s(r)=s_0\,e^{2Zr/3}.$$

The nuclear value $s_0$ is therefore the same for every $Z$. The proof also compares cubes, which suffices because both sides are positive.

```lean
/-- Along the hydrogenic density the reduced gradient is `s₀ exp(2Zr/3)`. -/
theorem reducedGradient_density {Z : ℝ} (hZ : 0 < Z) (r : ℝ) :
    reducedGradient (density Z r) (deriv (density Z) r) = s0 * Real.exp (2 * Z * r / 3) := by
  have hn := density_pos hZ r
  have hb := gradScale_pos
  have hs := s0_pos
  have habs : |-2 * Z * density Z r| = 2 * Z * density Z r := by
    have := mul_pos hZ hn
    rw [abs_of_neg (by linarith)]
    ring
  have h12 : (density Z r ^ (4 / 3 : ℝ)) ^ 3 = density Z r ^ 4 := by
    rw [(thirds hn).2.2.1, ← pow_mul, show 4 * 3 = 3 * 4 from rfl, pow_mul, (thirds hn).1]
  have hE : Real.exp (2 * Z * r / 3) ^ 3 = Real.exp (2 * Z * r) := by
    rw [← Real.exp_nat_mul]
    congr 1
    push_cast
    ring
  have hnE : π * (density Z r * Real.exp (2 * Z * r)) = 2 * Z ^ 3 := by
    have h1 : Real.exp (-2 * Z * r) * Real.exp (2 * Z * r) = 1 := by
      rw [← Real.exp_add, show -2 * Z * r + 2 * Z * r = 0 by ring, Real.exp_zero]
    rw [density, mul_assoc, h1]
    field_simp
  -- both sides are positive, so it is enough to compare cubes
  rw [deriv_density, reducedGradient, habs]
  refine (pow_left_inj₀ (by positivity) (by positivity) three_ne_zero).1 ?_
  rw [div_pow, mul_pow gradScale, gradScale_cube, h12, mul_pow s0, s0_cube, hE,
    div_eq_iff (by positivity)]
  have h : 1 / (6 * π) * Real.exp (2 * Z * r) * (24 * π ^ 2 * density Z r ^ 4)
      = 4 * (π * (density Z r * Real.exp (2 * Z * r))) * density Z r ^ 3 := by
    field_simp
    ring
  rw [h, hnE]
  ring
```

## The two partial derivatives

For $g<0$ we have $\partial s/\partial g=-1/(b\,n^{4/3})$, so

$$\frac{\partial\tau}{\partial g}=-\frac{C_Fn^{1/3}}{b}F'(s).$$

```lean
private lemma hasDerivAt_slope {F : ℝ → ℝ} (hF : Differentiable ℝ F) {n g : ℝ}
    (hn : 0 < n) (hg : g < 0) :
    HasDerivAt (kineticDensity F n)
      (-(CF * n ^ (1 / 3 : ℝ) / gradScale) * deriv F (reducedGradient n g)) g := by
  have hb := gradScale_pos
  have hs : HasDerivAt (fun y => reducedGradient n y)
      (-1 / (gradScale * n ^ (4 / 3 : ℝ))) g := (hasDerivAt_abs_neg hg).div_const _
  have h : HasDerivAt (fun y => F (reducedGradient n y)) (deriv F (reducedGradient n g) *
      (-1 / (gradScale * n ^ (4 / 3 : ℝ)))) g := (hF (reducedGradient n g)).hasDerivAt.comp g hs
  refine (h.const_mul (CF * n ^ (5 / 3 : ℝ))).congr_deriv ?_
  have ht : 0 < n ^ (1 / 3 : ℝ) := by positivity
  rw [(thirds hn).2.2.1, (thirds hn).2.2.2]
  generalize deriv F (reducedGradient n g) = D
  generalize n ^ (1 / 3 : ℝ) = t at ht ⊢
  field_simp
```

At fixed $g$, $\partial s/\partial n=-4s/(3n)$, and the product rule gives

$$\frac{\partial\tau}{\partial n}=C_Fn^{2/3}\left(\tfrac53F(s)-\tfrac43\,sF'(s)\right).$$

In both lemmas the chain rule supplies the derivative, and the substitution $t=n^{1/3}$ reduces the remaining identity to algebra.

```lean
private lemma hasDerivAt_dens {F : ℝ → ℝ} (hF : Differentiable ℝ F) {n : ℝ} (hn : 0 < n)
    (g : ℝ) : HasDerivAt (fun m => kineticDensity F m g) (CF * n ^ (2 / 3 : ℝ) *
      (5 / 3 * F (reducedGradient n g)
        - 4 / 3 * reducedGradient n g * deriv F (reducedGradient n g))) n := by
  have hb := gradScale_pos
  have ht : 0 < n ^ (1 / 3 : ℝ) := by positivity
  have h3 := (thirds hn).1
  have hs : HasDerivAt (fun m => reducedGradient m g) (-(4 / 3) * reducedGradient n g / n) n := by
    have h := (hasDerivAt_const n |g|).fun_div ((Real.hasDerivAt_rpow_const (p := 4 / 3)
      (Or.inl hn.ne')).const_mul gradScale) (by positivity)
    refine h.congr_deriv ?_
    rw [reducedGradient, show (4 / 3 : ℝ) - 1 = 1 / 3 by norm_num, (thirds hn).2.2.1,
      zero_mul, zero_sub]
    clear h
    generalize n ^ (1 / 3 : ℝ) = t at ht h3 ⊢
    subst h3
    field_simp
  have h : HasDerivAt (fun m => F (reducedGradient m g)) (deriv F (reducedGradient n g) *
      (-(4 / 3) * reducedGradient n g / n)) n := (hF (reducedGradient n g)).hasDerivAt.comp n hs
  refine (((Real.hasDerivAt_rpow_const (p := 5 / 3) (Or.inl hn.ne')).const_mul CF).fun_mul
    h).congr_deriv ?_
  rw [show (5 / 3 : ℝ) - 1 = 2 / 3 by norm_num, (thirds hn).2.1, (thirds hn).2.2.2]
  clear h hs
  generalize deriv F (reducedGradient n g) = D
  generalize F (reducedGradient n g) = f
  generalize reducedGradient n g = s
  generalize n ^ (1 / 3 : ℝ) = t at ht h3 ⊢
  subst h3
  field_simp
  ring
```

## The limit at the nucleus

Let $P(r)=-(C_Fn(r)^{1/3}/b)\,F'(s(r))$ be the flux $\partial\tau/\partial n'$ along the density. Expanding $(r^2P)'=2rP+r^2P'$ gives, for $r>0$,

$$r\,v=r\,\frac{\partial\tau}{\partial n}-2P-rP'.$$

Because $F'$ is continuously differentiable, so is $P$. The first and last terms vanish as $r\to0^+$, leaving $-2P(0)=a$.

In the theorem, `ContDiff ℝ 2 F` is the smoothness hypothesis, imposed on the whole real line; a factor given only for $s\ge0$ needs a $C^2$ extension. The filter `𝓝[>] 0` means approach from $r>0$. The proof names the right-hand side above `G`, shows that it is continuous with `G 0` equal to $a$, and transfers the limit to $r\,v$, which agrees with `G` for $r>0$.

```lean
/-- For the hydrogenic density, `r` times the Euler potential of the semilocal kinetic
functional tends to `a = 2 C_F n(0)^(1/3) F'(s₀) / b` at the nucleus. -/
theorem tendsto_mul_eulerPotential {F : ℝ → ℝ} (hF : ContDiff ℝ 2 F) {Z : ℝ} (hZ : 0 < Z) :
    Tendsto (fun r => r * eulerPotential F (density Z) r) (𝓝[>] 0)
      (𝓝 (cuspCoefficient F Z)) := by
  have hd : Differentiable ℝ F := hF.differentiable (by norm_num)
  have hF1 : ContDiff ℝ 1 (deriv F) := by
    rw [← one_add_one_eq_two] at hF
    exact (contDiff_succ_iff_deriv.1 hF).2.2
  have hn := density_pos hZ
  have hn' : ∀ x, deriv (density Z) x < 0 := fun x => by
    rw [deriv_density]
    linarith [mul_pos hZ (hn x)]
  have hnc : ContDiff ℝ 1 (fun x => density Z x) := by
    simp only [density]
    fun_prop
  obtain ⟨σ, hσ⟩ : ∃ σ : ℝ → ℝ, σ = fun x => s0 * Real.exp (2 * Z * x / 3) := ⟨_, rfl⟩
  have hσc : ContDiff ℝ 1 σ := by
    rw [hσ]
    fun_prop
  have hs : ∀ x, reducedGradient (density Z x) (deriv (density Z) x) = σ x := fun x => by
    simp only [hσ, reducedGradient_density hZ]
  -- the radial flux `∂τ/∂n'` along the density is continuously differentiable
  obtain ⟨P, hP⟩ : ∃ P : ℝ → ℝ, P = fun x =>
    -(CF * density Z x ^ (1 / 3 : ℝ) / gradScale) * deriv F (σ x) := ⟨_, rfl⟩
  have hPc : ContDiff ℝ 1 P := by
    rw [hP]
    exact ((contDiff_const.mul (hnc.rpow_const_of_ne fun x => (hn x).ne')).div_const _).neg.mul
      (hF1.comp hσc)
  have hflux : ∀ x, deriv (kineticDensity F (density Z x)) (deriv (density Z) x) = P x := by
    intro x
    simp only [(hasDerivAt_slope hd (hn x) (hn' x)).deriv, hs, hP]
  -- `r v(r)` agrees for `r > 0` with a function continuous at the nucleus
  obtain ⟨G, hG⟩ : ∃ G : ℝ → ℝ, G = fun r => r * (CF * density Z r ^ (2 / 3 : ℝ) *
    (5 / 3 * F (σ r) - 4 / 3 * σ r * deriv F (σ r))) - 2 * P r - r * deriv P r := ⟨_, rfl⟩
  have hGc : Continuous G := by
    have c1 : Continuous fun x => density Z x ^ (2 / 3 : ℝ) :=
      (hnc.rpow_const_of_ne fun x => (hn x).ne').continuous
    have c2 := hσc.continuous
    rw [hG]
    exact ((continuous_id.mul ((continuous_const.mul c1).mul
      ((continuous_const.mul (hd.continuous.comp c2)).sub
        ((continuous_const.mul c2).mul (hF1.continuous.comp c2))))).sub
      (continuous_const.mul hPc.continuous)).sub
      (continuous_id.mul (hPc.continuous_deriv le_rfl))
  have h0 : G 0 = cuspCoefficient F Z := by
    simp only [hG, hP, hσ, cuspCoefficient, mul_zero, zero_mul, zero_div, Real.exp_zero, mul_one]
    ring
  rw [← h0]
  refine ((hGc.tendsto 0).mono_left nhdsWithin_le_nhds).congr' ?_
  filter_upwards [self_mem_nhdsWithin] with r hr
  have hr0 : (0 : ℝ) < r := hr
  have hprod : HasDerivAt (fun x => x ^ 2 * P x) (2 * r * P r + r ^ 2 * deriv P r) r :=
    ((hasDerivAt_pow 2 r).fun_mul
      (hPc.differentiable (by norm_num) r).hasDerivAt).congr_deriv (by simp)
  have e : ∀ A p d : ℝ, r * A - 2 * p - r * d
      = r * (A - 1 / r ^ 2 * (2 * r * p + r ^ 2 * d)) := by
    intro A p d
    field_simp
    ring
  simp only [eulerPotential, hflux]
  rw [(hasDerivAt_dens hd (hn r) _).deriv, hs, hprod.deriv, hG]
  exact e _ _ _
```

One continuous derivative of $F$ is not enough. Take

$$F(s)=1+\int_0^{s-s_0}t\sin(1/t)\,dt,$$

with the integrand set to $0$ at $t=0$. Then $F'$ is continuous and $F'(s_0)=0$, so $a=0$. Write $u=s(r)-s_0$, which is positive for $r>0$. There $uF''(s)=u\sin(1/u)-\cos(1/u)$, while $r\,s'(r)/u\to1$. The term $-rP'$ thus approaches $-(C_Fn(0)^{1/3}/b)\cos(1/u)$, and $r\,v$ oscillates without a limit. This example is worked out here in prose only.

## Sign and size of the coefficient

The definitions give $C_F=3b^2/40$, and $s=2Z/(b\,n^{1/3})$ at $r=0$ reads $b\,n(0)^{1/3}s_0=2Z$. Hence

$$a=\frac{3}{20}\,b\,n(0)^{1/3}F'(s_0)=\frac{3Z\,F'(s_0)}{10\,s_0}.$$

The proof obtains the second identity, named `key`, by comparing cubes once more.

```lean
/-- The coefficient equals `a = 3 Z F'(s₀) / (10 s₀)`. -/
theorem cuspCoefficient_eq (F : ℝ → ℝ) {Z : ℝ} (hZ : 0 < Z) :
    cuspCoefficient F Z = 3 * Z * deriv F s0 / (10 * s0) := by
  have hb := gradScale_pos
  have hs := s0_pos
  have hn := density_pos hZ 0
  have hC : CF = 3 / 40 * gradScale ^ 2 := by
    rw [CF, gradScale, (thirds (x := 3 * π ^ 2) (by positivity)).2.1]
    ring
  have key : gradScale * density Z 0 ^ (1 / 3 : ℝ) * s0 = 2 * Z := by
    refine (pow_left_inj₀ (by positivity) (by positivity) three_ne_zero).1 ?_
    rw [mul_pow, mul_pow, gradScale_cube, (thirds hn).1, s0_cube, density, mul_zero,
      Real.exp_zero]
    field_simp
    ring
  rw [cuspCoefficient, hC, eq_div_iff (by positivity)]
  generalize density Z 0 ^ (1 / 3 : ℝ) = t at key ⊢
  have h : 2 * (3 / 40 * gradScale ^ 2) * t * deriv F s0 / gradScale * (10 * s0)
      = 3 / 2 * (gradScale * t * s0) * deriv F s0 := by
    have hbi : gradScale * gradScale⁻¹ = 1 := mul_inv_cancel₀ hb.ne'
    linear_combination (3 / 2 * gradScale * t * deriv F s0 * s0) * hbi
  rw [h, key]
  ring
```

The prefactor $3Z/(10s_0)$ is positive, so $a$ has the sign of $F'(s_0)$. A positive $a$ is a repulsive $1/r$ term. This equivalence and the closed form concern the coefficient alone and need no smoothness; the limit theorem ties them to the potential when $F$ is $C^2$.

```lean
/-- The coefficient `a` is positive exactly when `F'(s₀)` is positive. -/
theorem cuspCoefficient_pos_iff (F : ℝ → ℝ) {Z : ℝ} (hZ : 0 < Z) :
    0 < cuspCoefficient F Z ↔ 0 < deriv F s0 := by
  have hs := s0_pos
  have hc : 0 < 3 * Z / (10 * s0) := by positivity
  rw [cuspCoefficient_eq F hZ, mul_div_right_comm]
  exact mul_pos_iff_of_pos_left hc
```

The von Weizsäcker factor $F=5s^2/3$, for which $\tau=|n'|^2/(8n)$, has $F'(s_0)=10s_0/3$, and so $a=Z$.

```lean
/-- The von Weizsäcker enhancement factor `F = 5s²/3` gives `a = Z`. -/
theorem cuspCoefficient_weizsaecker {Z : ℝ} (hZ : 0 < Z) :
    cuspCoefficient (fun s => 5 * s ^ 2 / 3) Z = Z := by
  have hs := s0_pos
  have h : HasDerivAt (fun s : ℝ => 5 * s ^ 2 / 3) (10 / 3 * s0) s0 :=
    (((hasDerivAt_pow 2 s0).const_mul 5).div_const 3).congr_deriv (by push_cast; ring)
  rw [cuspCoefficient_eq _ hZ, h.deriv, div_eq_iff (by positivity)]
  ring
```

For a general $C^2$ factor, still on the hydrogenic density, $r\,(v-Z/r)=r\,v-Z\to a-Z$. By uniqueness of limits, this tends to zero exactly when $a=Z$, that is, when $F'(s_0)=10s_0/3$. The condition removes the leading $1/r$ singularity from the sum of the kinetic and nuclear potentials. It does not by itself make that sum constant, as the full Euler equation for non-interacting electrons would require.

```lean
/-- The Euler potential cancels the nuclear attraction `-Z/r` to leading order at the nucleus
exactly when `F'(s₀) = 10 s₀ / 3`. -/
theorem nuclear_cancellation_iff {F : ℝ → ℝ} (hF : ContDiff ℝ 2 F) {Z : ℝ} (hZ : 0 < Z) :
    Tendsto (fun r => r * (eulerPotential F (density Z) r - Z / r)) (𝓝[>] 0) (𝓝 0)
      ↔ deriv F s0 = 10 / 3 * s0 := by
  have hs := s0_pos
  have h1 : Tendsto (fun r => r * (eulerPotential F (density Z) r - Z / r)) (𝓝[>] 0)
      (𝓝 (cuspCoefficient F Z - Z)) := by
    refine ((tendsto_mul_eulerPotential hF hZ).sub_const Z).congr' ?_
    filter_upwards [self_mem_nhdsWithin] with r hr
    have hr0 : (0 : ℝ) < r := hr
    field_simp
  have h2 : cuspCoefficient F Z - Z = 0 ↔ deriv F s0 = 10 / 3 * s0 := by
    rw [cuspCoefficient_eq F hZ, sub_eq_zero, div_eq_iff (by positivity)]
    constructor
    · intro h
      apply mul_left_cancel₀ hZ.ne'
      linarith
    · intro h
      rw [h]
      ring
  constructor
  · exact fun h => h2.1 (tendsto_nhds_unique h1 h)
  · intro h
    rwa [h2.2 h] at h1

end

end SemilocalNuclearCusp
```

```lean
#print axioms SemilocalNuclearCusp.tendsto_mul_eulerPotential
-- 'SemilocalNuclearCusp.tendsto_mul_eulerPotential' depends on axioms: [propext, Classical.choice, Quot.sound]
#print axioms SemilocalNuclearCusp.cuspCoefficient_pos_iff
-- 'SemilocalNuclearCusp.cuspCoefficient_pos_iff' depends on axioms: [propext, Classical.choice, Quot.sound]
#print axioms SemilocalNuclearCusp.cuspCoefficient_weizsaecker
-- 'SemilocalNuclearCusp.cuspCoefficient_weizsaecker' depends on axioms: [propext, Classical.choice, Quot.sound]
#print axioms SemilocalNuclearCusp.nuclear_cancellation_iff
-- 'SemilocalNuclearCusp.nuclear_cancellation_iff' depends on axioms: [propext, Classical.choice, Quot.sound]
```
